# At fixed K, graphene's lattice-deformation field (K·∂ₓu, K·∂ᵧu) is curl-free for every C² displacement u, while its hopping field need not be

If I treat every strain term in graphene's Dirac Hamiltonian as a source of pseudomagnetic field, I may predict Landau levels from a term that produces none. One term comes from the displaced lattice positions and contains the valley vector K, which is large. Another comes from the changed hopping amplitudes. Both look like vector potentials built from first derivatives of u. Does the K term add to the pseudomagnetic field, and if not, where does it go?

## The K term is the gradient of a phase

It adds nothing: for fixed K and a C² displacement, a change of phase absorbs it. Set φ = K·u = Kₓuₓ + Kᵧuᵧ. Since K is constant, the lattice field is

A_lat = (K·∂ₓu, K·∂ᵧu) = (∂ₓφ, ∂ᵧφ),

and mixed second derivatives commute, so

curl A_lat = ∂ₓ∂ᵧφ − ∂ᵧ∂ₓφ = 0.

The phase also removes the field from the kinetic momentum. For a differentiable wavefunction ψ and any direction v, the product rule gives

−i∂ᵥ(e^(−iφ)ψ) = e^(−iφ)(−i∂ᵥψ − (∂ᵥφ)ψ),

and adding (∂ᵥφ)e^(−iφ)ψ, the lattice contribution, leaves e^(−iφ)(−i∂ᵥψ).

The hopping field is A_hop = (e_xx − e_yy, −2e_xy), with e_xx = ∂ₓuₓ, e_yy = ∂ᵧuᵧ and e_xy = (∂ᵧuₓ + ∂ₓuᵧ)/2. Its curl is

∂ₓ(−∂ᵧuₓ − ∂ₓuᵧ) − ∂ᵧ(∂ₓuₓ − ∂ᵧuᵧ) = ∂ᵧ²uᵧ − ∂ₓ²uᵧ − 2∂ₓ∂ᵧuₓ.

This vanishes for uniform strain, but not in general. For u = (2xy, x² − y²), the strains are e_xx = 2y, e_yy = −2y and e_xy = 2x. Hence

A_hop = (4y, −4x), curl A_hop = −4 − 4 = −8.

With a constant coupling g, linearity gives

curl(A_lat + g A_hop) = g curl A_hop,

which is −8g in the example; once g is fixed, K does not enter. In this non-interacting continuum model with linear strain coupling, an estimate of pseudo-Landau levels should therefore take its field from the hopping term.

In the Lean file, points, displacements and K are pairs in `ℝ × ℝ`. `dirDeriv v f p` is the Fréchet derivative of f at p applied to v; `∂₁` and `∂₂` are its values along the unit vectors. `curl` fixes the sign convention ∂ₓAᵧ − ∂ᵧAₓ, and `ContDiff ℝ 2 u` says that u is C². The kinetic momentum is −i∂ + A, with ħ and the charge absorbed into the units.

```lean
import Mathlib

namespace GrapheneStrainGauge

noncomputable section

/-- The derivative of a scalar field `f` on the plane at the point `p` along the vector `v`. -/
def dirDeriv (v : ℝ × ℝ) (f : ℝ × ℝ → ℝ) (p : ℝ × ℝ) : ℝ := fderiv ℝ f p v

local notation "∂₁" => dirDeriv ((1 : ℝ), (0 : ℝ))
local notation "∂₂" => dirDeriv ((0 : ℝ), (1 : ℝ))

/-- The curl `∂ₓ A_y - ∂ᵧ A_x` of a planar vector field. -/
def curl (A : ℝ × ℝ → ℝ × ℝ) (p : ℝ × ℝ) : ℝ :=
  ∂₁ (fun q => (A q).2) p - ∂₂ (fun q => (A q).1) p

/-- The strain component `e_xx = ∂ₓ u_x`. -/
def strainXX (u : ℝ × ℝ → ℝ × ℝ) (q : ℝ × ℝ) : ℝ := ∂₁ (fun r => (u r).1) q

/-- The strain component `e_yy = ∂ᵧ u_y`. -/
def strainYY (u : ℝ × ℝ → ℝ × ℝ) (q : ℝ × ℝ) : ℝ := ∂₂ (fun r => (u r).2) q

/-- The shear strain `e_xy = (∂ᵧ u_x + ∂ₓ u_y) / 2`. -/
def strainXY (u : ℝ × ℝ → ℝ × ℝ) (q : ℝ × ℝ) : ℝ :=
  (∂₂ (fun r => (u r).1) q + ∂₁ (fun r => (u r).2) q) / 2

/-- The hopping-induced gauge field `(e_xx - e_yy, -2 e_xy)`, without its coupling constant. -/
def hoppingField (u : ℝ × ℝ → ℝ × ℝ) (q : ℝ × ℝ) : ℝ × ℝ :=
  (strainXX u q - strainYY u q, -2 * strainXY u q)

/-- The lattice-deformation field `(K · ∂ₓ u, K · ∂ᵧ u)` at the valley vector `K`. -/
def latticeField (K : ℝ × ℝ) (u : ℝ × ℝ → ℝ × ℝ) (q : ℝ × ℝ) : ℝ × ℝ :=
  (K.1 * ∂₁ (fun r => (u r).1) q + K.2 * ∂₁ (fun r => (u r).2) q,
   K.1 * ∂₂ (fun r => (u r).1) q + K.2 * ∂₂ (fun r => (u r).2) q)

/-- The phase `K · u` at the valley vector `K`. -/
def latticePhase (K : ℝ × ℝ) (u : ℝ × ℝ → ℝ × ℝ) (q : ℝ × ℝ) : ℝ :=
  K.1 * (u q).1 + K.2 * (u q).2

/-- The displacement `u = (2xy, x² - y²)`. -/
def triaxial (q : ℝ × ℝ) : ℝ × ℝ := (2 * (q.1 * q.2), q.1 ^ 2 - q.2 ^ 2)

/-- Directional derivatives of differentiable scalar fields are linear in the field. -/
theorem dirDeriv_lin (v : ℝ × ℝ) (a b : ℝ) {f g : ℝ × ℝ → ℝ}
    (hf : Differentiable ℝ f) (hg : Differentiable ℝ g) (p : ℝ × ℝ) :
    dirDeriv v (fun q => a * f q + b * g q) p = a * dirDeriv v f p + b * dirDeriv v g p := by
  have h : HasFDerivAt (fun q => a * f q + b * g q)
      (a • fderiv ℝ f p + b • fderiv ℝ g p) p :=
    ((hf p).hasFDerivAt.const_mul a).add ((hg p).hasFDerivAt.const_mul b)
  unfold dirDeriv
  rw [h.fderiv]
  rfl

/-- The directional derivatives of a C² scalar field are differentiable. -/
theorem dirDeriv_differentiable {f : ℝ × ℝ → ℝ} (hf : ContDiff ℝ 2 f) (v : ℝ × ℝ) :
    Differentiable ℝ (dirDeriv v f) := by
  have h : Differentiable ℝ (fderiv ℝ f) :=
    (hf.fderiv_right (m := 1) (by norm_num)).differentiable (by norm_num)
  intro p
  exact (h p).clm_apply (differentiableAt_const v)

/-- Directional derivatives of a C² scalar field commute. -/
theorem dirDeriv_comm {f : ℝ × ℝ → ℝ} (hf : ContDiff ℝ 2 f) (v w p : ℝ × ℝ) :
    dirDeriv v (dirDeriv w f) p = dirDeriv w (dirDeriv v f) p := by
  have h : HasFDerivAt (fderiv ℝ f) (fderiv ℝ (fderiv ℝ f) p) p :=
    ((hf.fderiv_right (m := 1) (by norm_num)).differentiable (by norm_num) p).hasFDerivAt
  -- both sides are values of the second derivative, a symmetric bilinear form
  have key : ∀ a b, dirDeriv a (dirDeriv b f) p = fderiv ℝ (fderiv ℝ f) p a b := by
    intro a b
    have h1 : HasFDerivAt (dirDeriv b f)
        ((ContinuousLinearMap.apply ℝ ℝ b).comp (fderiv ℝ (fderiv ℝ f) p)) p :=
      (ContinuousLinearMap.apply ℝ ℝ b).hasFDerivAt.comp p h
    change fderiv ℝ (dirDeriv b f) p a = _
    rw [h1.fderiv]
    rfl
  rw [key, key]
  exact second_derivative_symmetric
    (fun y => (hf.differentiable (by norm_num) y).hasFDerivAt) h v w

/-- For a differentiable displacement, the lattice-deformation field is the gradient of the
phase `K · u`: its component along any `v` is the derivative of the phase along `v`. -/
theorem latticeField_eq_gradient (K : ℝ × ℝ) {u : ℝ × ℝ → ℝ × ℝ}
    (hu : Differentiable ℝ u) (v p : ℝ × ℝ) :
    v.1 * (latticeField K u p).1 + v.2 * (latticeField K u p).2
      = dirDeriv v (latticePhase K u) p := by
  have hv : ∀ f : ℝ × ℝ → ℝ, dirDeriv v f p = v.1 * ∂₁ f p + v.2 * ∂₂ f p := by
    intro f
    have e : v = v.1 • ((1 : ℝ), (0 : ℝ)) + v.2 • ((0 : ℝ), (1 : ℝ)) := by
      ext <;> simp
    have h := congrArg (fderiv ℝ f p) e
    rw [map_add, map_smul, map_smul] at h
    exact h
  have e : dirDeriv v (latticePhase K u) p
      = K.1 * dirDeriv v (fun r => (u r).1) p + K.2 * dirDeriv v (fun r => (u r).2) p :=
    dirDeriv_lin v K.1 K.2 hu.fst hu.snd p
  rw [e, hv, hv]
  simp only [latticeField]
  ring

/-- For a C² displacement and a fixed valley vector, the lattice-deformation field has
zero curl. -/
theorem curl_latticeField (K : ℝ × ℝ) {u : ℝ × ℝ → ℝ × ℝ} (hu : ContDiff ℝ 2 u)
    (p : ℝ × ℝ) : curl (latticeField K u) p = 0 := by
  have hd : Differentiable ℝ u := hu.differentiable (by norm_num)
  have hφ : ContDiff ℝ 2 (latticePhase K u) :=
    (contDiff_const.mul hu.fst).add (contDiff_const.mul hu.snd)
  have e1 : (fun q => (latticeField K u q).1) = ∂₁ (latticePhase K u) :=
    funext fun q => (dirDeriv_lin (1, 0) K.1 K.2 hd.fst hd.snd q).symm
  have e2 : (fun q => (latticeField K u q).2) = ∂₂ (latticePhase K u) :=
    funext fun q => (dirDeriv_lin (0, 1) K.1 K.2 hd.fst hd.snd q).symm
  unfold curl
  rw [e1, e2, dirDeriv_comm hφ, sub_self]

/-- For differentiable `u` and `ψ`, the phase factor `exp(-i K · u)` removes the
lattice-deformation field from the kinetic momentum `-i∂ + A` along every direction `v`. -/
theorem latticeField_gauged_away (K : ℝ × ℝ) {u : ℝ × ℝ → ℝ × ℝ}
    (hu : Differentiable ℝ u) {ψ : ℝ × ℝ → ℂ} {p : ℝ × ℝ}
    (hψ : DifferentiableAt ℝ ψ p) (v : ℝ × ℝ) :
    -Complex.I * fderiv ℝ (fun q => Complex.exp (-Complex.I * latticePhase K u q) * ψ q) p v
      + ((v.1 * (latticeField K u p).1 + v.2 * (latticeField K u p).2 : ℝ) : ℂ)
        * (Complex.exp (-Complex.I * latticePhase K u p) * ψ p)
      = Complex.exp (-Complex.I * latticePhase K u p) * (-Complex.I * fderiv ℝ ψ p v) := by
  have hφ : Differentiable ℝ (latticePhase K u) :=
    (hu.fst.const_mul K.1).add (hu.snd.const_mul K.2)
  have hc : HasFDerivAt (fun q => (latticePhase K u q : ℂ))
      (Complex.ofRealCLM.comp (fderiv ℝ (latticePhase K u) p)) p :=
    Complex.ofRealCLM.hasFDerivAt.comp p (hφ p).hasFDerivAt
  have h := (hc.const_mul (-Complex.I)).cexp.mul hψ.hasFDerivAt
  -- product rule for the dressed wavefunction
  have e : fderiv ℝ (fun q => Complex.exp (-Complex.I * latticePhase K u q) * ψ q) p v
      = Complex.exp (-Complex.I * latticePhase K u p) * fderiv ℝ ψ p v
        + ψ p * (Complex.exp (-Complex.I * latticePhase K u p)
          * (-Complex.I * (dirDeriv v (latticePhase K u) p : ℂ))) :=
    congrArg (fun L : ℝ × ℝ →L[ℝ] ℂ => L v) h.fderiv
  rw [latticeField_eq_gradient K hu, e]
  linear_combination ((dirDeriv v (latticePhase K u) p : ℂ)
    * Complex.exp (-Complex.I * latticePhase K u p) * ψ p) * Complex.I_sq

/-- For a C² displacement, the curl of the hopping-induced field is
`∂ᵧ² u_y - ∂ₓ² u_y - 2 ∂ₓ∂ᵧ u_x`. -/
theorem curl_hoppingField {u : ℝ × ℝ → ℝ × ℝ} (hu : ContDiff ℝ 2 u) (p : ℝ × ℝ) :
    curl (hoppingField u) p = ∂₂ (∂₂ (fun r => (u r).2)) p
      - ∂₁ (∂₁ (fun r => (u r).2)) p - 2 * ∂₁ (∂₂ (fun r => (u r).1)) p := by
  have D1 := dirDeriv_differentiable hu.fst
  have D2 := dirDeriv_differentiable hu.snd
  have e1 : (fun q => (hoppingField u q).1)
      = fun q => 1 * ∂₁ (fun r => (u r).1) q + (-1) * ∂₂ (fun r => (u r).2) q := by
    funext q
    simp only [hoppingField, strainXX, strainYY]
    ring
  have e2 : (fun q => (hoppingField u q).2)
      = fun q => (-1) * ∂₂ (fun r => (u r).1) q + (-1) * ∂₁ (fun r => (u r).2) q := by
    funext q
    simp only [hoppingField, strainXY]
    ring
  unfold curl
  rw [e1, e2, dirDeriv_lin _ _ _ (D1 _) (D2 _), dirDeriv_lin _ _ _ (D1 _) (D2 _),
    dirDeriv_comm hu.fst (0, 1) (1, 0) p]
  ring

/-- For a C² displacement, the pseudomagnetic field of the total gauge field, lattice part plus
`g` times hopping part, is `g` times the curl of the hopping part. -/
theorem curl_totalField (K : ℝ × ℝ) (g : ℝ) {u : ℝ × ℝ → ℝ × ℝ} (hu : ContDiff ℝ 2 u)
    (p : ℝ × ℝ) :
    curl (fun q => latticeField K u q + g • hoppingField u q) p
      = g * curl (hoppingField u) p := by
  have D1 := dirDeriv_differentiable hu.fst
  have D2 := dirDeriv_differentiable hu.snd
  have hA : Differentiable ℝ (latticeField K u) :=
    (((D1 _).const_mul K.1).add ((D2 _).const_mul K.2)).prodMk
      (((D1 _).const_mul K.1).add ((D2 _).const_mul K.2))
  have hS : Differentiable ℝ (strainXY u) := by
    have e : strainXY u = fun q => (1 / 2 : ℝ) * ∂₂ (fun r => (u r).1) q
        + (1 / 2 : ℝ) * ∂₁ (fun r => (u r).2) q := by
      funext q
      simp only [strainXY]
      ring
    rw [e]
    exact ((D1 (0, 1)).const_mul (1 / 2 : ℝ)).add ((D2 (1, 0)).const_mul (1 / 2 : ℝ))
  have hN : Differentiable ℝ (fun q => strainXX u q - strainYY u q) :=
    (D1 (1, 0)).sub (D2 (0, 1))
  have hB : Differentiable ℝ (hoppingField u) :=
    hN.prodMk (hS.const_mul (-2 : ℝ))
  -- the curl is linear, and the lattice part drops out
  have e1 := dirDeriv_lin (1, 0) 1 g hA.snd hB.snd p
  have e2 := dirDeriv_lin (0, 1) 1 g hA.fst hB.fst p
  simp only [one_mul] at e1 e2
  have h0 := curl_latticeField K hu p
  unfold curl at h0 ⊢
  simp only [Prod.fst_add, Prod.snd_add, Prod.smul_fst, Prod.smul_snd, smul_eq_mul]
  rw [e1, e2]
  linear_combination h0

/-- The displacement `(2xy, x² - y²)` has the hopping-induced field `(4y, -4x)`. -/
theorem hoppingField_triaxial (q : ℝ × ℝ) :
    hoppingField triaxial q = (4 * q.2, -4 * q.1) := by
  have x : HasFDerivAt (fun r : ℝ × ℝ => r.1) (ContinuousLinearMap.fst ℝ ℝ ℝ) q :=
    hasFDerivAt_fst
  have y : HasFDerivAt (fun r : ℝ × ℝ => r.2) (ContinuousLinearMap.snd ℝ ℝ ℝ) q :=
    hasFDerivAt_snd
  have a : ∀ v, dirDeriv v (fun r => (triaxial r).1) q = 2 * (q.1 * v.2 + q.2 * v.1) :=
    fun v => congrArg (fun L : ℝ × ℝ →L[ℝ] ℝ => L v) ((x.mul y).const_mul 2).fderiv
  have b : ∀ v, dirDeriv v (fun r => (triaxial r).2) q
      = (q.1 * v.1 + q.1 * v.1) - (q.2 * v.2 + q.2 * v.2) := by
    intro v
    have e : (fun r => (triaxial r).2) = fun r : ℝ × ℝ => r.1 * r.1 - r.2 * r.2 := by
      funext r
      simp only [triaxial]
      ring
    rw [e]
    exact congrArg (fun L : ℝ × ℝ →L[ℝ] ℝ => L v) ((x.mul x).sub (y.mul y)).fderiv
  refine Prod.ext ?_ ?_ <;>
    simp only [hoppingField, strainXX, strainYY, strainXY, a, b] <;> ring

/-- For the displacement `(2xy, x² - y²)` the hopping-induced field has curl `-8` at every point,
and, for any fixed coupling `g`, the total gauge field has curl `-8g` whatever the vector `K`. -/
theorem curl_triaxial (K : ℝ × ℝ) (g : ℝ) (p : ℝ × ℝ) :
    curl (hoppingField triaxial) p = -8 ∧
    curl (fun q => latticeField K triaxial q + g • hoppingField triaxial q) p = -8 * g := by
  have hu : ContDiff ℝ 2 triaxial := by
    unfold triaxial
    fun_prop
  have h1 : HasFDerivAt (fun q : ℝ × ℝ => 4 * q.2)
      ((4 : ℝ) • ContinuousLinearMap.snd ℝ ℝ ℝ) p := hasFDerivAt_snd.const_mul 4
  have h2 : HasFDerivAt (fun q : ℝ × ℝ => -4 * q.1)
      ((-4 : ℝ) • ContinuousLinearMap.fst ℝ ℝ ℝ) p := hasFDerivAt_fst.const_mul (-4)
  have h : curl (hoppingField triaxial) p = -8 := by
    simp only [curl, dirDeriv, hoppingField_triaxial]
    rw [h1.fderiv, h2.fderiv]
    change (-4 : ℝ) * 1 - 4 * 1 = -8
    norm_num
  refine ⟨h, ?_⟩
  rw [curl_totalField K g hu, h]
  ring

end

end GrapheneStrainGauge
```

```lean
#print axioms GrapheneStrainGauge.curl_latticeField
-- 'GrapheneStrainGauge.curl_latticeField' depends on axioms: [propext, Classical.choice, Quot.sound]
#print axioms GrapheneStrainGauge.latticeField_gauged_away
-- 'GrapheneStrainGauge.latticeField_gauged_away' depends on axioms: [propext, Classical.choice, Quot.sound]
#print axioms GrapheneStrainGauge.curl_hoppingField
-- 'GrapheneStrainGauge.curl_hoppingField' depends on axioms: [propext, Classical.choice, Quot.sound]
#print axioms GrapheneStrainGauge.curl_triaxial
-- 'GrapheneStrainGauge.curl_triaxial' depends on axioms: [propext, Classical.choice, Quot.sound]
```

## From commuting derivatives to the total field

`dirDeriv_lin` supplies linearity, and `dirDeriv_differentiable` allows a second differentiation. `dirDeriv_comm` writes both orders of differentiation as values of the second derivative, then uses its symmetry.

`latticeField_eq_gradient` expands v in the unit vectors to identify A_lat along v with ∂ᵥφ. `curl_latticeField` rewrites the two components as derivatives of `latticePhase` and cancels them by commutation. `latticeField_gauged_away` is the phase calculation above: `e` is the product rule, and the closing `linear_combination` uses i² = −1. It assumes only differentiability, of u everywhere and of ψ at the point considered.

`curl_hoppingField` writes each component as a linear combination of first derivatives, differentiates, and merges the two mixed terms. `curl_totalField` first shows that both fields are differentiable, then splits the curl by linearity and inserts the zero lattice curl as `h0`. Finally, `hoppingField_triaxial` computes (4y, −4x), and `curl_triaxial` obtains −8 and, through the total-field theorem, `-8 * g`.

## What the coupling g stands for

The form of the hopping field is put in as a definition, not derived from a tight-binding Hamiltonian; it belongs to axes with x along a zigzag direction. The size of the real number g stands for how strongly the hopping amplitude responds to a change in bond length, and g is the same at every point. Its sign depends on the valley: going from K to the opposite valley −K reverses g, and with it the pseudomagnetic field. The model is planar, so it has no out-of-plane corrugation, and both fields are linear in the first derivatives of u. The position-dependent Fermi velocity, which is also of first order in the strain, is left out. The displacement in the example is dimensionless, so −8 is a value in model units, not a field in tesla.
